# Lifetime-vibrational interference conserves total intensity when the overlaps satisfy UᴴU = 1

In a simulated decay spectrum, missing final vibrational states can change the total intensity, and the change can be misread as interference between core-excited levels. The identity below separates the two effects: with a complete set of overlaps and an electronic decay amplitude that does not depend on the nuclear coordinates, interference moves intensity between final states and leaves the total unchanged.

## The sum over final states

Let n label the vibrational levels of the core-excited state, with real energies E_n and complex excitation amplitudes c_n, and let f label the final vibrational states. U_fn is the overlap of f with n, w is the excitation energy measured on the same scale as E_n, and G > 0 is the half-width at half maximum due to core-hole decay. If UᴴU = 1, then

Σ_f |Σ_n U_fn c_n/(w − E_n + iG)|² = Σ_n |c_n|²/((w − E_n)² + G²).

A code relies on this when it computes the total decay yield as a sum of Lorentzians, without constructing final states; here the model has finitely many levels, a common width and a constant electronic decay amplitude, which is included as a factor in c_n.

In a calculation, both sets of vibrational eigenvectors may be expanded in one orthonormal basis, as the columns of V_final and V_core. Then U = V_finalᴴ V_core. If all final eigenvectors in that basis are kept, V_final is unitary and UᴴU = V_coreᴴ V_core = 1, even when only some core-excited levels are retained. To obtain the individual final-state intensities, one divides each c_n by its denominator, multiplies the resulting vector by U and squares the moduli.

## From overlaps to Lorentzians

Write a_n = c_n/(w − E_n + iG) and I_f = |Σ_n U_fn a_n|². Expanding the square and summing over f first gives

Σ_f I_f = Σ_n Σ_m a_n* (Σ_f U_fn* U_fm) a_m = Σ_n Σ_m a_n* (UᴴU)_nm a_m = Σ_n |a_n|².

Since |w − E_n + iG|² = (w − E_n)² + G², this is the Lorentzian sum.

For one final state, the terms with m = n and m ≠ n separate:

I_f = D_f + X_f

D_f = Σ_n |U_fn a_n|²

X_f = Σ_n Σ_{m≠n} Re[(U_fn a_n)* U_fm a_m].

The columns of U are normalised, so Σ_f D_f = Σ_n |a_n|², and therefore Σ_f X_f = 0.

Conversely, suppose the identity holds for every c at one w. Any vector a is reached by choosing c_n = a_n(w − E_n + iG), so M = UᴴU − 1 satisfies aᴴMa = 0 for all a. Inserting x + y and x + iy gives

xᴴMy + yᴴMx = 0

xᴴMy − yᴴMx = 0.

Hence xᴴMy = 0 for all x and y, and M = 0.

## Lean file

```lean
import Mathlib

open Matrix

namespace LifetimeVibrationalInterference

noncomputable section

variable {φ ν : Type*}

/-- The resonance denominator `w - E_n + iG` of the core-excited vibrational level `n`. -/
def resDenom (E : ν → ℝ) (G w : ℝ) (n : ν) : ℂ :=
  ((w - E n : ℝ) : ℂ) + (G : ℂ) * Complex.I

/-- The amplitude `c_n / (w - E_n + iG)` of the core-excited level `n`, meant for `G > 0`. -/
def amp (c : ν → ℂ) (E : ν → ℝ) (G w : ℝ) (n : ν) : ℂ :=
  c n / resDenom E G w n

/-- The intensity of the final state `f`: the squared modulus of the sum over all
intermediate levels of overlap times amplitude. -/
def intensity [Fintype ν] (U : Matrix φ ν ℂ) (a : ν → ℂ) (f : φ) : ℝ :=
  ‖∑ n, U f n * a n‖ ^ 2

/-- The intensity of the final state `f` when the intermediate levels are added
incoherently. -/
def direct [Fintype ν] (U : Matrix φ ν ℂ) (a : ν → ℂ) (f : φ) : ℝ :=
  ∑ n, ‖U f n * a n‖ ^ 2

/-- The interference term of the final state `f`: the cross terms between different
intermediate levels. -/
def interference [Fintype ν] [DecidableEq ν] (U : Matrix φ ν ℂ) (a : ν → ℂ) (f : φ) : ℝ :=
  ∑ n, ∑ m, if m = n then 0 else (star (U f n * a n) * (U f m * a m)).re

/-- With a positive lifetime half-width `G` the resonance denominator never vanishes. -/
theorem resDenom_ne_zero (E : ν → ℝ) {G : ℝ} (hG : 0 < G) (w : ℝ) (n : ν) :
    resDenom E G w n ≠ 0 := by
  intro h
  have h' := congrArg Complex.im h
  simp [resDenom] at h'
  exact hG.ne' h'

/-- The squared modulus of a core-excited amplitude is a Lorentzian in the photon energy,
for positive width weighted by `|c_n|²`. -/
theorem norm_amp_sq (c : ν → ℂ) (E : ν → ℝ) (G w : ℝ) (n : ν) :
    ‖amp c E G w n‖ ^ 2 = ‖c n‖ ^ 2 / ((w - E n) ^ 2 + G ^ 2) := by
  rw [amp, norm_div, div_pow, Complex.sq_norm (resDenom E G w n), resDenom,
    Complex.normSq_add_mul_I]

variable [Fintype ν]

/-- The sum of the squared moduli of a vector's components is its product with its own
conjugate. -/
theorem sum_norm_sq {ι : Type*} [Fintype ι] (v : ι → ℂ) :
    ((∑ i, ‖v i‖ ^ 2 : ℝ) : ℂ) = star v ⬝ᵥ v := by
  simp only [dotProduct, Pi.star_apply, Complex.ofReal_sum]
  refine Finset.sum_congr rfl fun i _ => ?_
  rw [Complex.star_def, Complex.conj_mul', Complex.ofReal_pow]

/-- The intensity summed over final states is the quadratic form of `UᴴU` in the
intermediate amplitudes. -/
theorem sum_intensity [Fintype φ] (U : Matrix φ ν ℂ) (a : ν → ℂ) :
    ((∑ f, intensity U a f : ℝ) : ℂ) = star a ⬝ᵥ ((Uᴴ * U) *ᵥ a) := by
  change ((∑ f, ‖(U *ᵥ a) f‖ ^ 2 : ℝ) : ℂ) = _
  rw [sum_norm_sq, Matrix.star_mulVec, ← Matrix.dotProduct_mulVec, Matrix.mulVec_mulVec]

/-- Conservation of total intensity: if the overlaps satisfy `UᴴU = 1` and the width is
positive, all denominators are non-zero and the intensity summed over final states is a
sum of Lorentzians without interference. -/
theorem total_intensity_conserved [Fintype φ] [DecidableEq ν] (U : Matrix φ ν ℂ) (hU : Uᴴ * U = 1)
    (c : ν → ℂ) (E : ν → ℝ) {G : ℝ} (hG : 0 < G) (w : ℝ) :
    (∀ n, resDenom E G w n ≠ 0) ∧
      ∑ f, intensity U (amp c E G w) f = ∑ n, ‖c n‖ ^ 2 / ((w - E n) ^ 2 + G ^ 2) := by
  refine ⟨resDenom_ne_zero E hG w, ?_⟩
  have h := sum_intensity U (amp c E G w)
  rw [hU, Matrix.one_mulVec, ← sum_norm_sq] at h
  rw [Complex.ofReal_injective h]
  exact Finset.sum_congr rfl fun n _ => norm_amp_sq c E G w n

/-- The intensity of each final state is its incoherent part plus its interference term. -/
theorem intensity_eq_direct_add_interference [DecidableEq ν] (U : Matrix φ ν ℂ)
    (a : ν → ℂ) (f : φ) :
    intensity U a f = direct U a f + interference U a f := by
  have hsq : ∀ z : ℂ, ‖z‖ ^ 2 = (star z * z).re := by
    intro z
    rw [Complex.sq_norm, Complex.normSq_apply]
    simp [Complex.mul_re]
  unfold intensity direct interference
  -- expand the squared modulus into a double sum
  rw [hsq, star_sum, Finset.sum_mul_sum, ← Finset.sum_add_distrib, Complex.re_sum]
  refine Finset.sum_congr rfl fun n _ => ?_
  rw [Complex.re_sum]
  -- separate the diagonal term m = n
  have hm : ∀ m, (star (U f n * a n) * (U f m * a m)).re =
      (if m = n then ‖U f n * a n‖ ^ 2 else 0) +
        (if m = n then 0 else (star (U f n * a n) * (U f m * a m)).re) := by
    intro m
    by_cases e : m = n
    · rw [if_pos e, if_pos e, add_zero, hsq, e]
    · rw [if_neg e, if_neg e, zero_add]
  rw [Finset.sum_congr rfl fun m _ => hm m, Finset.sum_add_distrib, Finset.sum_ite_eq',
    if_pos (Finset.mem_univ n)]

/-- If `UᴴU = 1`, the interference terms cancel in the sum over final states, for any
intermediate amplitudes. -/
theorem sum_interference_eq_zero [Fintype φ] [DecidableEq ν] (U : Matrix φ ν ℂ) (hU : Uᴴ * U = 1)
    (a : ν → ℂ) : ∑ f, interference U a f = 0 := by
  have htot := sum_intensity U a
  rw [hU, Matrix.one_mulVec, ← sum_norm_sq] at htot
  have htot' := Complex.ofReal_injective htot
  -- each column of U is normalised
  have hcol : ∀ n, ∑ f, ‖U f n‖ ^ 2 = 1 := by
    intro n
    have h := congrFun (congrFun hU n) n
    rw [Matrix.one_apply_eq] at h
    have h' : ((∑ f, ‖U f n‖ ^ 2 : ℝ) : ℂ) = 1 := (sum_norm_sq fun f => U f n).trans h
    exact_mod_cast h'
  have hdir : ∑ f, direct U a f = ∑ n, ‖a n‖ ^ 2 := by
    unfold direct
    rw [Finset.sum_comm]
    refine Finset.sum_congr rfl fun n _ => ?_
    simp only [norm_mul, mul_pow]
    rw [← Finset.sum_mul, hcol, one_mul]
  simp only [intensity_eq_direct_add_interference, Finset.sum_add_distrib] at htot'
  linarith

/-- Converse: if, at one photon energy and positive width, the total intensity is the sum of
Lorentzians for every choice of `c`, then the overlaps satisfy `UᴴU = 1`. -/
theorem isometry_of_conserved [Fintype φ] [DecidableEq ν] (U : Matrix φ ν ℂ) (E : ν → ℝ) {G : ℝ}
    (hG : 0 < G) (w : ℝ)
    (h : ∀ c : ν → ℂ, ∑ f, intensity U (amp c E G w) f =
      ∑ n, ‖c n‖ ^ 2 / ((w - E n) ^ 2 + G ^ 2)) : Uᴴ * U = 1 := by
  -- every amplitude vector is produced by some c
  have hq : ∀ a : ν → ℂ, star a ⬝ᵥ ((Uᴴ * U - 1) *ᵥ a) = 0 := by
    intro a
    have ha : amp (fun n => a n * resDenom E G w n) E G w = a := by
      funext n
      exact mul_div_cancel_right₀ _ (resDenom_ne_zero E hG w n)
    have h1 : ∑ f, intensity U a f = ∑ n, ‖a n‖ ^ 2 := by
      have h2 := h fun n => a n * resDenom E G w n
      rw [ha] at h2
      rw [h2]
      refine Finset.sum_congr rfl fun n _ => ?_
      have h3 := norm_amp_sq (fun n => a n * resDenom E G w n) E G w n
      rw [ha] at h3
      exact h3.symm
    rw [Matrix.sub_mulVec, Matrix.one_mulVec, dotProduct_sub, ← sum_intensity,
      ← sum_norm_sq, h1, sub_self]
  -- polarization
  have hp : ∀ x y : ν → ℂ, star x ⬝ᵥ ((Uᴴ * U - 1) *ᵥ y) = 0 := by
    intro x y
    have h1 := hq (x + y)
    have h2 := hq (x + Complex.I • y)
    simp only [star_add, star_smul, Matrix.mulVec_add, Matrix.mulVec_smul, add_dotProduct,
      dotProduct_add, smul_dotProduct, dotProduct_smul, smul_eq_mul, hq x, hq y,
      Complex.star_def, Complex.conj_I] at h1 h2
    linear_combination (1 / 2 : ℂ) * h1 - (Complex.I / 2) * h2 +
      (1 / 2 : ℂ) * (star x ⬝ᵥ ((Uᴴ * U - 1) *ᵥ y) -
        star y ⬝ᵥ ((Uᴴ * U - 1) *ᵥ x)) * Complex.I_sq
  refine sub_eq_zero.mp ?_
  ext i j
  have hij := hp (Pi.single i 1) (Pi.single j 1)
  rw [← Pi.single_star, star_one, single_one_dotProduct, Matrix.mulVec_single_one] at hij
  exact hij

/-- A real rotation that mixes two vibrational levels. -/
def mixing : Matrix (Fin 2) (Fin 2) ℂ := !![3 / 5, 4 / 5; -4 / 5, 3 / 5]

/-- The rotation `mixing` satisfies `UᴴU = 1`. With both excitation amplitudes equal to `1`, levels
at energies `1` and `-1`, half-width `2` and photon energy `0`, all energies being measured from the
midpoint of the levels, the interference terms of the two final states are `72/625` and `-72/625`.
-/
theorem interference_witness :
    mixingᴴ * mixing = 1 ∧
      interference mixing (amp ![1, 1] ![1, -1] 2 0) 0 = 72 / 625 ∧
      interference mixing (amp ![1, 1] ![1, -1] 2 0) 1 = -72 / 625 := by
  have ha : amp ![1, 1] ![1, -1] 2 0 =
      ![(-1 - 2 * Complex.I) / 5, (1 - 2 * Complex.I) / 5] := by
    funext n
    refine (div_eq_iff (resDenom_ne_zero _ two_pos _ _)).2 ?_
    fin_cases n <;> apply Complex.ext <;> simp [resDenom] <;> norm_num
  refine ⟨?_, ?_, ?_⟩
  · have h3 : (starRingEnd ℂ) 3 = 3 := Complex.conj_eq_iff_im.2 (by simp)
    have h4 : (starRingEnd ℂ) 4 = 4 := Complex.conj_eq_iff_im.2 (by simp)
    have h5 : (starRingEnd ℂ) 5 = 5 := Complex.conj_eq_iff_im.2 (by simp)
    ext i j
    fin_cases i <;> fin_cases j <;> apply Complex.ext <;>
      simp [mixing, Matrix.mul_apply, Fin.sum_univ_two, h3, h4, h5] <;> norm_num
  · rw [ha]
    simp [interference, mixing, Fin.sum_univ_two]
    norm_num
  · rw [ha]
    simp [interference, mixing, Fin.sum_univ_two]
    norm_num

end

end LifetimeVibrationalInterference
```

```lean
#print axioms LifetimeVibrationalInterference.total_intensity_conserved
#print axioms LifetimeVibrationalInterference.sum_interference_eq_zero
#print axioms LifetimeVibrationalInterference.isometry_of_conserved
```

```
'LifetimeVibrationalInterference.total_intensity_conserved' depends on axioms: [propext, Classical.choice, Quot.sound]
'LifetimeVibrationalInterference.sum_interference_eq_zero' depends on axioms: [propext, Classical.choice, Quot.sound]
'LifetimeVibrationalInterference.isometry_of_conserved' depends on axioms: [propext, Classical.choice, Quot.sound]
```

## Statements, proof and range of validity

The finite types `φ` and `ν` index final and core-excited levels. `resDenom`, `amp` and `intensity` are the denominator, a_n and I_f; `direct` and `interference` are D_f and X_f. The hypothesis `hU` is UᴴU = 1, so U may be rectangular; for a square matrix it means unitarity.

`total_intensity_conserved` states that no denominator vanishes and that the identity holds. The first part matters because Lean sets division by zero to zero. `sum_intensity` supplies the quadratic form, `hU` reduces it to Σ_n |a_n|², and `norm_amp_sq` turns each term into a Lorentzian.

`intensity_eq_direct_add_interference` separates the diagonal terms. `sum_interference_eq_zero` obtains normalised columns as `hcol`, then subtracts the direct sum from the total. In `isometry_of_conserved`, `hq` is aᴴMa = 0, `hp` is the polarization step, and unit vectors extract the matrix entries.

`interference_witness` shows actual redistribution: a two-level rotation has X_f = 72/625 and −72/625. Each direct part is 1/5, so the intensities are 197/625 and 53/625.

For a general matrix U, normalised columns alone do not suffice. Take one row, U = (1 1), c = (1, 1), E_1 = E_2 = w and G = 1: the left side is 4, the right side 2. This U is a purely algebraic example, not a matrix of overlaps between orthonormal states. For such overlaps, a normalised column means that the core-excited level lies in the span of the kept final states, so normalised columns already give UᴴU = 1.

The overlaps and the width are inputs, not derived from a molecular Hamiltonian. Level-dependent widths, coordinate-dependent decay amplitudes and emission-frequency factors that vary with f lie beyond this model. For a truncated final basis with UᴴU ≠ 1, the converse says that the identity fails for at least one c; it gives no size for the error.
